# Fixed displacement and matched fixed field: equal forces, and curvatures differing by 4πW|P′|²

A cell of fixed volume W has internal energy E(v) and polarisation components Pᵢ(v), where v is the ionic configuration. In Gaussian units, a displacement field with components Dᵢ gives the macroscopic electric field

gᵢ(v) = Dᵢ − 4πPᵢ(v).

The energy at constant displacement includes the energy of this field:

U(v) = E(v) + (W/8π) Σᵢ gᵢ(v)².

For comparison, fix a reference configuration v₀, freeze the field at eᵢ = gᵢ(v₀), and define the constant-field enthalpy

F(v) = E(v) − W Σᵢ eᵢPᵢ(v).

E and P depend on v alone, so the electrons do not respond to the field at fixed ions.

## Gradients and curvatures at v₀

Let v be one real coordinate, with E and P differentiable, and twice differentiable at v₀. Then

U′(v₀) = F′(v₀),
U″(v₀) = F″(v₀) + 4πW Σᵢ Pᵢ′(v₀)².

Since gᵢ′ = −4πPᵢ′, the chain rule gives

U′ = E′ + (W/8π) Σᵢ 2gᵢgᵢ′ = E′ − W Σᵢ gᵢPᵢ′,
F′ = E′ − W Σᵢ eᵢPᵢ′.

These agree at v₀, where gᵢ = eᵢ. Differentiating again at v₀,

F″ = E″ − W Σᵢ eᵢPᵢ″,
U″ = E″ − W Σᵢ (gᵢ′Pᵢ′ + gᵢPᵢ″) = F″ + 4πW Σᵢ (Pᵢ′)².

In this one-coordinate model without electronic response to the field, a simulation at fixed displacement and one at the matched fixed field have the same force at v₀, but generally different harmonic force constants.

Continuity of P is not enough. As a purely mathematical example, not a model of a material, take one component with E = 0, D = 0, P(v) = |v|, v₀ = 0 and W > 0. Then F = 0 and U = 2πWv², so U″(0) − F″(0) = 4πW, while P′(0) does not exist. Lean's `deriv` returns 0 there, and the curvature formula would be false.

## Finite displacements and a double well

Put Δᵢ = Pᵢ(v) − Pᵢ(v₀). Then gᵢ(v) = eᵢ − 4πΔᵢ, and

gᵢ(v)² = eᵢ² − 8πeᵢΔᵢ + 16π²Δᵢ².

Summing, multiplying by W/8π and adding the change in E gives

U(v) − U(v₀) = F(v) − F(v₀) + 2πW Σᵢ Δᵢ².

For W ≥ 0, a global minimum of F at v₀ is therefore one of U. The converse fails for E = −av² + bv⁴, P = zv, D = 0 and v₀ = 0, with b > 0 and 0 < a ≤ 2πWz². Here e = 0, and

U(v) = (2πWz² − a)v² + bv⁴,
F(v) = −av² + bv⁴.

The centre is the strict global minimum of U, but F equals −a²/(4b) < 0 at v = √(a/2b).

## The two energies in Lean

`X` is an arbitrary configuration space and `ι` labels the polarisation components; the scalar case has one label.

```lean
import Mathlib

open Real

namespace ConstantDisplacement

noncomputable section

variable {X ι : Type*}
```

The field gᵢ(v) is `macroField D P v i`.

```lean
/-- The macroscopic electric field `D - 4πP(v)`, component by component, in Gaussian units. -/
def macroField (D : ι → ℝ) (P : X → ι → ℝ) (v : X) : ι → ℝ :=
  fun i => D i - 4 * π * P v i
```

Its derivative follows from the rules for a constant factor and for subtraction from a constant.

```lean
/-- When the ions move at fixed displacement field, each component of the macroscopic field
changes at the rate `-4π` times that of the differentiable polarisation. -/
theorem hasDerivAt_macroField (D : ι → ℝ) {P : ℝ → ι → ℝ} {v : ℝ} (i : ι)
    (hP : DifferentiableAt ℝ (fun x => P x i) v) :
    HasDerivAt (fun x => macroField D P x i) (-(4 * π * deriv (fun x => P x i) v)) v :=
  (hP.hasDerivAt.const_mul (4 * π)).const_sub (D i)
```

With finitely many components, U is `energyD`.

```lean
variable [Fintype ι]

/-- The energy at constant displacement field `D` of a cell of volume `W`: the internal energy
`E` plus the energy of the macroscopic field. -/
def energyD (W : ℝ) (D : ι → ℝ) (E : X → ℝ) (P : X → ι → ℝ) (v : X) : ℝ :=
  E v + W / (8 * π) * ∑ i, macroField D P v i ^ 2
```

In `enthalpy` the field `e` is a free argument; later statements set it to `macroField D P v₀` to obtain F.

```lean
/-- The electric enthalpy `E - W e·P` of a cell of volume `W` at constant electric field `e`. -/
def enthalpy (W : ℝ) (e : ι → ℝ) (E : X → ℝ) (P : X → ι → ℝ) (v : X) : ℝ :=
  E v - W * ∑ i, e i * P v i
```

## Differentiating once and twice

The formula for F′ is obtained term by term.

```lean
/-- For differentiable energy and polarisation, the gradient of the constant-field enthalpy is
`E' - W e·P'`. -/
theorem hasDerivAt_enthalpy (W : ℝ) (e : ι → ℝ) {E : ℝ → ℝ} {P : ℝ → ι → ℝ} {v : ℝ}
    (hE : DifferentiableAt ℝ E v) (hP : ∀ i, DifferentiableAt ℝ (fun x => P x i) v) :
    HasDerivAt (enthalpy W e E P)
      (deriv E v - W * ∑ i, e i * deriv (fun x => P x i) v) v :=
  hE.hasDerivAt.fun_sub
    ((HasDerivAt.fun_sum fun i _ => (hP i).hasDerivAt.const_mul (e i)).const_mul W)
```

For U′, `hs` is the chain rule for the squared field, `hsum` extracts the factor −8π, and `hk` cancels it against W/8π.

```lean
/-- For differentiable energy and polarisation, the gradient of the constant-displacement energy
is `E' - W (D - 4πP)·P'`, with the field taken at the current configuration. -/
theorem hasDerivAt_energyD (W : ℝ) (D : ι → ℝ) {E : ℝ → ℝ} {P : ℝ → ι → ℝ} {v : ℝ}
    (hE : DifferentiableAt ℝ E v) (hP : ∀ i, DifferentiableAt ℝ (fun x => P x i) v) :
    HasDerivAt (energyD W D E P)
      (deriv E v - W * ∑ i, macroField D P v i * deriv (fun x => P x i) v) v := by
  have hs : HasDerivAt (fun x => ∑ i, macroField D P x i ^ 2)
      (∑ i, 2 * macroField D P v i * (-(4 * π * deriv (fun x => P x i) v))) v := by
    refine HasDerivAt.fun_sum fun i _ => ?_
    exact ((hasDerivAt_macroField D i (hP i)).fun_pow 2).congr_deriv (by simp)
  refine HasDerivAt.congr_deriv (hE.hasDerivAt.fun_add (hs.const_mul (W / (8 * π)))) ?_
  -- the factor `8π` of the field energy cancels
  have hsum : ∑ i, 2 * macroField D P v i * (-(4 * π * deriv (fun x => P x i) v))
      = -(8 * π) * ∑ i, macroField D P v i * deriv (fun x => P x i) v := by
    rw [Finset.mul_sum]
    exact Finset.sum_congr rfl fun i _ => by ring
  have hpi := Real.pi_ne_zero
  have hk : W / (8 * π) * (8 * π) = W := by field_simp
  rw [hsum]
  generalize W / (8 * π) = k at hk ⊢
  linear_combination
    (-(∑ i, macroField D P v i * deriv (fun x => P x i) v)) * hk
```

The main theorem first identifies both gradients as functions of v (`dU`, `dF`). At v₀ they are the same expression, so `rfl` proves equal forces. The product rule in `h1` differentiates the responding field, whereas `h2` keeps it constant; `hsum` collects the difference. No sign of W is needed for these identities.

```lean
/-- Let energy and polarisation be differentiable, and twice differentiable at `v₀`. With the
constant field set to `D - 4πP(v₀)`, both ensembles have the same energy gradient at `v₀`, and the
curvature at constant displacement exceeds that at constant field by `4πW |P'(v₀)|²`. -/
theorem equal_forces_and_curvature_shift (W : ℝ) (D : ι → ℝ) {E : ℝ → ℝ} {P : ℝ → ι → ℝ}
    {v₀ : ℝ} (hE : Differentiable ℝ E) (hP : ∀ i, Differentiable ℝ (fun x => P x i))
    (hE2 : DifferentiableAt ℝ (deriv E) v₀)
    (hP2 : ∀ i, DifferentiableAt ℝ (deriv (fun x => P x i)) v₀) :
    deriv (energyD W D E P) v₀ = deriv (enthalpy W (macroField D P v₀) E P) v₀ ∧
    deriv (deriv (energyD W D E P)) v₀ =
      deriv (deriv (enthalpy W (macroField D P v₀) E P)) v₀
        + 4 * π * W * ∑ i, deriv (fun x => P x i) v₀ ^ 2 := by
  have dU : deriv (energyD W D E P) = fun v =>
      deriv E v - W * ∑ i, macroField D P v i * deriv (fun x => P x i) v :=
    funext fun v => (hasDerivAt_energyD W D (hE v) fun i => hP i v).deriv
  have dF : deriv (enthalpy W (macroField D P v₀) E P) = fun v =>
      deriv E v - W * ∑ i, macroField D P v₀ i * deriv (fun x => P x i) v :=
    funext fun v => (hasDerivAt_enthalpy W _ (hE v) fun i => hP i v).deriv
  rw [dU, dF]
  refine ⟨rfl, ?_⟩
  -- at constant displacement the field itself responds to the motion
  have h1 := hE2.hasDerivAt.fun_sub ((HasDerivAt.fun_sum (u := Finset.univ) fun i _ =>
    (hasDerivAt_macroField D i (hP i v₀)).fun_mul (hP2 i).hasDerivAt).const_mul W)
  have h2 := hE2.hasDerivAt.fun_sub ((HasDerivAt.fun_sum (u := Finset.univ) fun i _ =>
    (hP2 i).hasDerivAt.const_mul (macroField D P v₀ i)).const_mul W)
  have hsum : ∑ i, -(4 * π * deriv (fun x => P x i) v₀) * deriv (fun x => P x i) v₀
      = -(4 * π) * ∑ i, deriv (fun x => P x i) v₀ ^ 2 := by
    rw [Finset.mul_sum]
    exact Finset.sum_congr rfl fun i _ => by ring
  rw [h1.deriv, h2.deriv, Finset.sum_add_distrib, hsum]
  ring
```

For W > 0, U″(v₀) > F″(v₀) exactly when some Pᵢ′(v₀) is nonzero: if all vanish the extra sum is zero, and one nonzero term makes it positive.

```lean
/-- Let the cell volume be positive, and let energy and polarisation be differentiable, and twice
differentiable at `v₀`. The curvature at `v₀` is strictly larger at constant displacement `D` than
at constant field `D - 4πP(v₀)` exactly when some polarisation component has a nonzero derivative at
`v₀`. -/
theorem strictly_stiffer_iff {W : ℝ} (hW : 0 < W) (D : ι → ℝ) {E : ℝ → ℝ} {P : ℝ → ι → ℝ}
    {v₀ : ℝ} (hE : Differentiable ℝ E) (hP : ∀ i, Differentiable ℝ (fun x => P x i))
    (hE2 : DifferentiableAt ℝ (deriv E) v₀)
    (hP2 : ∀ i, DifferentiableAt ℝ (deriv (fun x => P x i)) v₀) :
    deriv (deriv (enthalpy W (macroField D P v₀) E P)) v₀ < deriv (deriv (energyD W D E P)) v₀
      ↔ ∃ i, deriv (fun x => P x i) v₀ ≠ 0 := by
  rw [(equal_forces_and_curvature_shift W D hE hP hE2 hP2).2]
  constructor
  · intro h
    by_contra hn
    have hz : ∑ i, deriv (fun x => P x i) v₀ ^ 2 = 0 := Finset.sum_eq_zero fun i _ => by
      have hi : deriv (fun x => P x i) v₀ = 0 := by_contra fun hi => hn ⟨i, hi⟩
      rw [hi]
      norm_num
    rw [hz] at h
    linarith
  · rintro ⟨i, hi⟩
    have hs : 0 < ∑ i, deriv (fun x => P x i) v₀ ^ 2 :=
      Finset.sum_pos' (fun _ _ => sq_nonneg _) ⟨i, Finset.mem_univ i, by positivity⟩
    have hp : 0 < 4 * π * W * ∑ i, deriv (fun x => P x i) v₀ ^ 2 := by positivity
    linarith
```

## Comparing whole energy landscapes

The next identity needs no derivatives. Its step `key` is the expansion of gᵢ(v)² above, summed over components.

```lean
/-- On any configuration space, the energy differences from `v₀` in the two ensembles differ by
exactly `2πW |P(v) - P(v₀)|²`, when the constant field is `D - 4πP(v₀)`. -/
theorem energy_difference (W : ℝ) (D : ι → ℝ) (E : X → ℝ) (P : X → ι → ℝ) (v₀ v : X) :
    energyD W D E P v - energyD W D E P v₀ =
      enthalpy W (macroField D P v₀) E P v - enthalpy W (macroField D P v₀) E P v₀
        + 2 * π * W * ∑ i, (P v i - P v₀ i) ^ 2 := by
  -- expand the square around the field at `v₀`
  have key : ∑ i, macroField D P v i ^ 2 = ∑ i, macroField D P v₀ i ^ 2
      - 8 * π * (∑ i, macroField D P v₀ i * P v i - ∑ i, macroField D P v₀ i * P v₀ i)
      + 16 * π ^ 2 * ∑ i, (P v i - P v₀ i) ^ 2 := by
    rw [← Finset.sum_sub_distrib, Finset.mul_sum, Finset.mul_sum, ← Finset.sum_sub_distrib,
      ← Finset.sum_add_distrib]
    exact Finset.sum_congr rfl fun i _ => by simp only [macroField]; ring
  have hpi := Real.pi_ne_zero
  have hk : W / (8 * π) * (8 * π) = W := by field_simp
  simp only [energyD, enthalpy]
  generalize W / (8 * π) = k at hk ⊢
  linear_combination k * key + (∑ i, macroField D P v₀ i * P v₀ i
    - ∑ i, macroField D P v₀ i * P v i + 2 * π * ∑ i, (P v i - P v₀ i) ^ 2) * hk
```

The quadratic term is non-negative for W ≥ 0, which transfers the minimum.

```lean
/-- For non-negative cell volume, a global minimum `v₀` of the enthalpy at constant field
`D - 4πP(v₀)` is also a global minimum of the energy at constant displacement `D`. -/
theorem minimum_of_enthalpy_minimum {W : ℝ} (hW : 0 ≤ W) (D : ι → ℝ) (E : X → ℝ)
    (P : X → ι → ℝ) (v₀ : X)
    (hmin : ∀ v, enthalpy W (macroField D P v₀) E P v₀ ≤ enthalpy W (macroField D P v₀) E P v) :
    ∀ v, energyD W D E P v₀ ≤ energyD W D E P v := by
  intro v
  have h := energy_difference W D E P v₀ v
  have hq : 0 ≤ 2 * π * W * ∑ i, (P v i - P v₀ i) ^ 2 := by positivity
  linarith [hmin v]
```

In the double-well theorem, `Fin 1` supplies the single component. `hU` computes U, whose quadratic coefficient is non-negative by `h`; `hbs` and `hval` evaluate the enthalpy at the displaced configuration.

```lean
/-- A ferroelectric double well `-a v² + b v⁴` with polarisation `z v`, where `b > 0` and
`0 < a ≤ 2πWz²`: at zero displacement field the centre is the strict global minimum, while at zero
electric field the configuration `v = √(a/2b)` lies below it. -/
theorem double_well_stabilised {W a b z : ℝ} (ha : 0 < a) (hb : 0 < b)
    (h : a ≤ 2 * π * W * z ^ 2) :
    (∀ v : ℝ, v ≠ 0 →
      energyD W (0 : Fin 1 → ℝ) (fun x : ℝ => -a * x ^ 2 + b * x ^ 4) (fun x _ => z * x) 0
      < energyD W (0 : Fin 1 → ℝ) (fun x : ℝ => -a * x ^ 2 + b * x ^ 4) (fun x _ => z * x) v) ∧
    enthalpy W (0 : Fin 1 → ℝ) (fun x : ℝ => -a * x ^ 2 + b * x ^ 4) (fun x _ => z * x)
        (√(a / (2 * b)))
      < enthalpy W (0 : Fin 1 → ℝ) (fun x : ℝ => -a * x ^ 2 + b * x ^ 4) (fun x _ => z * x) 0 := by
  have hpi := Real.pi_ne_zero
  have hU : ∀ v : ℝ, energyD W (0 : Fin 1 → ℝ) (fun x : ℝ => -a * x ^ 2 + b * x ^ 4)
      (fun x _ => z * x) v = (2 * π * W * z ^ 2 - a) * v ^ 2 + b * v ^ 4 := by
    intro v
    have hk : W / (8 * π) * (8 * π) = W := by field_simp
    simp only [energyD, macroField, Pi.zero_apply, Finset.univ_unique, Finset.sum_singleton]
    generalize W / (8 * π) = k at hk ⊢
    linear_combination (2 * π * z ^ 2 * v ^ 2) * hk
  constructor
  · intro v hv
    rw [hU, hU]
    have h4 : 0 < b * v ^ 4 := by positivity
    have h2 := mul_nonneg (sub_nonneg.2 h) (sq_nonneg v)
    linarith
  · -- at zero field only the bare double well remains
    have hs : √(a / (2 * b)) ^ 2 = a / (2 * b) := Real.sq_sqrt (by positivity)
    have hbs : b * √(a / (2 * b)) ^ 2 = a / 2 := by
      rw [hs]
      field_simp
    have hpos : 0 < a / 2 * √(a / (2 * b)) ^ 2 := by positivity
    have hval : -a * √(a / (2 * b)) ^ 2 + b * √(a / (2 * b)) ^ 4
        = -(a / 2 * √(a / (2 * b)) ^ 2) := by
      linear_combination √(a / (2 * b)) ^ 2 * hbs
    simp only [enthalpy, Pi.zero_apply, zero_mul, Finset.sum_const_zero, mul_zero, sub_zero]
    rw [hval]
    linarith

end

end ConstantDisplacement
```

```lean
#print axioms ConstantDisplacement.equal_forces_and_curvature_shift
#print axioms ConstantDisplacement.strictly_stiffer_iff
#print axioms ConstantDisplacement.minimum_of_enthalpy_minimum
#print axioms ConstantDisplacement.double_well_stabilised
```

```
'ConstantDisplacement.equal_forces_and_curvature_shift' depends on axioms: [propext, Classical.choice, Quot.sound]
'ConstantDisplacement.strictly_stiffer_iff' depends on axioms: [propext, Classical.choice, Quot.sound]
'ConstantDisplacement.minimum_of_enthalpy_minimum' depends on axioms: [propext, Classical.choice, Quot.sound]
'ConstantDisplacement.double_well_stabilised' depends on axioms: [propext, Classical.choice, Quot.sound]
```
